# Particle-hole symmetry makes the Berry curvature even in momentum and allows a nonzero Chern number

Let P(k), with k = (k₁, k₂) ∈ ℝ², be a differentiable family of Hermitian n × n matrices, and let C be a constant unitary matrix with

P(−k) = 1 − C conj(P(k)) C†,

where conj is entrywise complex conjugation. Then the curvature

F(k) = tr(P [∂₁P, ∂₂P])

satisfies F(−k) = F(k). Orthogonal projections are included: for them F is, up to a factor ±i set by convention, the real Berry curvature summed over the states in P, and the symmetry fixes their rank at n/2. An odd curvature would integrate to zero, but an even one need not: a two-band example with this symmetry has Chern number 1.

## Half the momentum grid in Bogoliubov–de Gennes codes

In a mean-field superconductor, the Bogoliubov–de Gennes Hamiltonian obeys H(−k) = −C conj(H(k)) C†. A state of energy E at k therefore has a partner of energy −E at −k. If there is a gap at zero energy, the projection P(k) onto the negative-energy states satisfies the condition above.

For such non-interacting, gapped models, a code can integrate F over a half of momentum space that holds one momentum of each pair ±k, and double the result. In a sum over grid points, a point that is its own partner, such as k = 0, must be counted only once. It can also compare F at k and −k: a mismatch beyond numerical error shows that the computed P does not have the symmetry for any constant unitary C. Agreement does not test a particular choice of C, since C does not enter F. Central differences of P transform under the symmetry exactly as the derivatives do, so with them the comparison holds up to rounding error.

## From the symmetry to an even curvature

Differentiate the symmetry with respect to kₐ. The left side gives −(∂ₐP)(−k) and the right side gives −C conj(∂ₐP(k)) C†. The two signs cancel:

(∂ₐP)(−k) = C conj(∂ₐP(k)) C†.

Write P, A, B for P(k), ∂₁P(k), ∂₂P(k). Since C†C = 1 and the trace is cyclic,

F(−k) = tr((1 − C conj(P) C†) C conj([A, B]) C†)
= tr(conj([A, B])) − tr(conj(P [A, B]))
= −conj(F(k)),

because a commutator has zero trace. A and B are Hermitian, so [A, B]† = −[A, B], and

conj(F(k)) = tr([A, B]† P) = −F(k).

Hence F(−k) = F(k).

## A two-band model with Chern number 1

Put k = (x, y), z = x + iy, s = 1 + |z|² and v = (1, z)ᵀ. The normalised state is v/√s, and its projection is

P = v v† / s = (1/s) [[1, conj(z)], [z, |z|²]].

It is Hermitian, and P² = P because v†v = s. With C = σx,

1 − σx conj(P(k)) σx = (1/s) [[1, −conj(z)], [−z, |z|²]] = P(−k).

For the curvature, let Q = 1 − P. Since Qv = 0,

Q ∂ₐP = Q (∂ₐv) v† / s.

Differentiating P² = P gives P(∂ₐP)P = 0, so P ∂₁P = P ∂₁P Q = v (∂₁v)† Q / s. Therefore

tr(P ∂₁P ∂₂P) = (∂₁v)† Q (∂₂v) / s.

Here ∂₁v = (0, 1)ᵀ, ∂₂v = (0, i)ᵀ and Q₂₂ = 1/s, so this trace is i/s². Exchanging the two derivatives gives −i/s², and

F = 2i / (1 + x² + y²)².

In polar coordinates,

∫ F dx dy = 2i · 2π · ∫₀^∞ r/(1 + r²)² dr = 2i · 2π · ½ = 2πi.

The Chern number is this integral divided by 2πi, which gives 1.

**Behaviour at infinity.** With D = diag(0, 1),

tr((P − D)²) = 1 + 1 − 2|z|²/s = 2/s.

This tends to zero as |k| → ∞, whatever the direction. P thus has a single limit at infinity, and the plane closes to a sphere.

**Smallest size.** Two bands are the fewest possible for a projection on a nonzero space. For n = 1 the symmetry and Hermiticity at k = 0 require P(0) = 1/2, which is not a projection.

## The Lean file

```lean
import Mathlib

open Matrix MeasureTheory Filter Topology

namespace ParticleHoleCurvature

noncomputable section

variable {n : Type*} [Fintype n] [DecidableEq n]

/-- The entrywise derivative of a matrix family at momentum `k` along the direction `v`. -/
def dirDeriv (v : ℝ × ℝ) (P : ℝ × ℝ → Matrix n n ℂ) (k : ℝ × ℝ) : Matrix n n ℂ :=
  fun i j => deriv (fun t : ℝ => P (k + t • v) i j) 0

/-- The curvature `tr (P [∂₁P, ∂₂P])` at momentum `k`. -/
def curvature (P : ℝ × ℝ → Matrix n n ℂ) (k : ℝ × ℝ) : ℂ :=
  trace (P k * (dirDeriv (1, 0) P k * dirDeriv (0, 1) P k
    - dirDeriv (0, 1) P k * dirDeriv (1, 0) P k))

/-- Particle-hole symmetry: `P(-k)` is the complement of `C conj(P(k)) C†`. -/
def ParticleHole (C : Matrix n n ℂ) (P : ℝ × ℝ → Matrix n n ℂ) : Prop :=
  ∀ k, P (-k) = 1 - C * (P k).map star * Cᴴ

/-- The curvature integrated over the momentum plane, divided by `2πi`. -/
def chernNumber (P : ℝ × ℝ → Matrix n n ℂ) : ℂ :=
  (2 * Real.pi * Complex.I)⁻¹ * ∫ k : ℝ × ℝ, curvature P k

/-- Under particle-hole symmetry the derivatives at `-k` are the conjugated derivatives at `k`,
multiplied by `C` on the left and by `Cᴴ` on the right. -/
theorem dirDeriv_neg {C : Matrix n n ℂ} {P : ℝ × ℝ → Matrix n n ℂ}
    (hd : ∀ i j, Differentiable ℝ fun k => P k i j) (hP : ParticleHole C P)
    (v k : ℝ × ℝ) :
    dirDeriv v P (-k) = C * (dirDeriv v P k).map star * Cᴴ := by
  ext i j
  have hD : ∀ a b, HasDerivAt (fun t : ℝ => P (k + t • v) a b) (dirDeriv v P k a b) 0 := by
    intro a b
    have hl : Differentiable ℝ (fun t : ℝ => k + t • v) := by fun_prop
    exact (((hd a b).comp hl) 0).hasDerivAt
  let Q : ℝ → ℂ := fun t => (1 : Matrix n n ℂ) i j
    - ∑ b, (∑ a, C i a * star (P (k + t • v) a b)) * star (C j b)
  have hQ : HasDerivAt Q
      (-(∑ b, (∑ a, C i a * star (dirDeriv v P k a b)) * star (C j b))) 0 :=
    (HasDerivAt.fun_sum fun b _ => (HasDerivAt.fun_sum fun a _ =>
      (hD a b).star.const_mul (C i a)).mul_const (star (C j b))).const_sub _
  -- moving forward from `-k` is moving backward from `k`
  have e : (fun t : ℝ => P (-k + t • v) i j) = fun t => Q (-t) := by
    funext t
    have h : -k + t • v = -(k + (-t) • v) := by module
    rw [h, hP]
    simp only [Q, Matrix.sub_apply, Matrix.mul_apply, Matrix.map_apply,
      Matrix.conjTranspose_apply]
  change deriv (fun t : ℝ => P (-k + t • v) i j) 0 = _
  rw [e, deriv_comp_neg, neg_zero, hQ.deriv, neg_neg]
  simp only [Matrix.mul_apply, Matrix.map_apply, Matrix.conjTranspose_apply]

/-- For a differentiable family with particle-hole symmetry and unitary `C`, the curvature at `-k`
is minus the complex conjugate of the curvature at `k`. -/
theorem curvature_neg_eq_neg_star {C : Matrix n n ℂ} {P : ℝ × ℝ → Matrix n n ℂ}
    (hC : Cᴴ * C = 1) (hd : ∀ i j, Differentiable ℝ fun k => P k i j)
    (hP : ParticleHole C P) (k : ℝ × ℝ) :
    curvature P (-k) = -star (curvature P k) := by
  have hm : ∀ A B : Matrix n n ℂ, (A * B).map star = A.map star * B.map star := by
    intro A B
    ext i j
    simp [Matrix.mul_apply]
  have hs : ∀ A : Matrix n n ℂ, star (trace A) = trace (A.map star) := by
    intro A
    simp [Matrix.trace]
  have hc : ∀ X Y : Matrix n n ℂ, (C * X * Cᴴ) * (C * Y * Cᴴ) = C * (X * Y) * Cᴴ := by
    intro X Y
    calc (C * X * Cᴴ) * (C * Y * Cᴴ) = C * X * (Cᴴ * C) * Y * Cᴴ := by
          simp only [Matrix.mul_assoc]
      _ = C * (X * Y) * Cᴴ := by
          rw [hC, Matrix.mul_one]
          simp only [Matrix.mul_assoc]
  have ht : ∀ X : Matrix n n ℂ, trace (C * X * Cᴴ) = trace X := by
    intro X
    rw [Matrix.trace_mul_comm, ← Matrix.mul_assoc, hC, Matrix.one_mul]
  unfold curvature
  rw [dirDeriv_neg hd hP, dirDeriv_neg hd hP, hP k]
  simp only [Matrix.sub_mul, Matrix.one_mul, Matrix.mul_sub, hc, Matrix.trace_sub, ht,
    star_sub, hs, hm]
  -- the trace of the bare commutator vanishes
  rw [Matrix.trace_mul_comm ((dirDeriv (1, 0) P k).map star)]
  ring

omit [DecidableEq n] in
/-- The curvature of a Hermitian family is purely imaginary. -/
theorem star_curvature {P : ℝ × ℝ → Matrix n n ℂ} (hH : ∀ k, (P k).IsHermitian)
    (k : ℝ × ℝ) : star (curvature P k) = -curvature P k := by
  have hD : ∀ v, (dirDeriv v P k)ᴴ = dirDeriv v P k := by
    intro v
    ext i j
    change star (deriv (fun t : ℝ => P (k + t • v) j i) 0)
      = deriv (fun t : ℝ => P (k + t • v) i j) 0
    rw [← deriv.star]
    congr 1
    funext t
    exact (hH _).apply i j
  unfold curvature
  rw [← Matrix.trace_conjTranspose, Matrix.conjTranspose_mul, Matrix.conjTranspose_sub,
    Matrix.conjTranspose_mul, Matrix.conjTranspose_mul, hD, hD, (hH k).eq,
    Matrix.trace_mul_comm, ← Matrix.trace_neg, ← Matrix.mul_neg, neg_sub]

/-- For a differentiable Hermitian family with particle-hole symmetry and unitary `C`, the curvature
is even in momentum. -/
theorem curvature_even {C : Matrix n n ℂ} {P : ℝ × ℝ → Matrix n n ℂ}
    (hC : Cᴴ * C = 1) (hH : ∀ k, (P k).IsHermitian)
    (hd : ∀ i j, Differentiable ℝ fun k => P k i j) (hP : ParticleHole C P)
    (k : ℝ × ℝ) : curvature P (-k) = curvature P k := by
  rw [curvature_neg_eq_neg_star hC hd hP, star_curvature hH, neg_neg]

/-- A two-band projection on the momentum plane, with `k = (x, y)`. -/
def bandProj (k : ℝ × ℝ) : Matrix (Fin 2) (Fin 2) ℂ :=
  !![1 / (1 + ((k.1 : ℂ) ^ 2 + (k.2 : ℂ) ^ 2)),
     (k.1 - Complex.I * k.2) / (1 + ((k.1 : ℂ) ^ 2 + (k.2 : ℂ) ^ 2));
     (k.1 + Complex.I * k.2) / (1 + ((k.1 : ℂ) ^ 2 + (k.2 : ℂ) ^ 2)),
     ((k.1 : ℂ) ^ 2 + (k.2 : ℂ) ^ 2) / (1 + ((k.1 : ℂ) ^ 2 + (k.2 : ℂ) ^ 2))]

/-- The family `bandProj` consists of differentiable orthogonal projections and has
particle-hole symmetry with the unitary `C = σx`. -/
theorem bandProj_witness :
    (∀ k, (bandProj k).IsHermitian) ∧ (∀ k, bandProj k * bandProj k = bandProj k) ∧
    (∀ i j, Differentiable ℝ fun k => bandProj k i j) ∧
    (!![0, 1; 1, 0] : Matrix (Fin 2) (Fin 2) ℂ)ᴴ * !![0, 1; 1, 0] = 1 ∧
    ParticleHole !![0, 1; 1, 0] bandProj := by
  have hs : ∀ k : ℝ × ℝ, (1 + ((k.1 : ℂ) ^ 2 + (k.2 : ℂ) ^ 2)) ≠ 0 := fun k => by
    exact_mod_cast (by positivity : (1 + (k.1 ^ 2 + k.2 ^ 2) : ℝ) ≠ 0)
  refine ⟨fun k => ?_, fun k => ?_, ?_, ?_, fun k => ?_⟩
  · ext i j
    fin_cases i <;> fin_cases j <;> simp [bandProj, sub_eq_add_neg]
  · have h := hs k
    ext i j
    fin_cases i <;> fin_cases j <;>
      simp [bandProj, Matrix.mul_apply, Fin.sum_univ_two] <;> field_simp <;>
      first
        | ring1
        | (ring_nf; simp only [Complex.I_sq]; ring1)
  · have hx : Differentiable ℝ fun k : ℝ × ℝ => (k.1 : ℂ) :=
      Complex.ofRealCLM.differentiable.comp differentiable_fst
    have hy : Differentiable ℝ fun k : ℝ × ℝ => (k.2 : ℂ) :=
      Complex.ofRealCLM.differentiable.comp differentiable_snd
    have hr : Differentiable ℝ fun k : ℝ × ℝ => (1 + (k.1 ^ 2 + k.2 ^ 2))⁻¹ :=
      Differentiable.inv (by fun_prop) (fun k => by positivity)
    have key : ∀ N : ℝ × ℝ → ℂ, Differentiable ℝ N →
        Differentiable ℝ fun k => N k / (1 + ((k.1 : ℂ) ^ 2 + (k.2 : ℂ) ^ 2)) := by
      intro N hN
      have h2 : (fun k : ℝ × ℝ => N k / (1 + ((k.1 : ℂ) ^ 2 + (k.2 : ℂ) ^ 2)))
          = fun k => N k * (((1 + (k.1 ^ 2 + k.2 ^ 2))⁻¹ : ℝ) : ℂ) := by
        funext k
        push_cast
        rw [div_eq_mul_inv]
      rw [h2]
      exact hN.mul (Complex.ofRealCLM.differentiable.comp hr)
    intro i j
    fin_cases i <;> fin_cases j
    · exact key _ (differentiable_const 1)
    · exact key _ (hx.sub (hy.const_mul Complex.I))
    · exact key _ (hx.add (hy.const_mul Complex.I))
    · exact key _ ((hx.pow 2).add (hy.pow 2))
  · ext i j
    fin_cases i <;> fin_cases j <;> simp [Matrix.mul_apply, Fin.sum_univ_two]
  · have h := hs k
    ext i j
    simp only [Matrix.sub_apply, Matrix.mul_apply, Fin.sum_univ_two, Matrix.map_apply,
      Matrix.conjTranspose_apply]
    fin_cases i <;> fin_cases j <;> simp [bandProj] <;>
      (try field_simp) <;> (try ring1)

/-- The squared Hilbert-Schmidt distance of `bandProj k` from the constant projection
`diag(0, 1)` is `2 / (1 + |k|²)`. -/
theorem bandProj_far (k : ℝ × ℝ) :
    trace ((bandProj k - !![0, 0; 0, 1]) * (bandProj k - !![0, 0; 0, 1]))
      = 2 / (1 + ((k.1 : ℂ) ^ 2 + (k.2 : ℂ) ^ 2)) := by
  have h : (1 + ((k.1 : ℂ) ^ 2 + (k.2 : ℂ) ^ 2)) ≠ 0 := by
    exact_mod_cast (by positivity : (1 + (k.1 ^ 2 + k.2 ^ 2) : ℝ) ≠ 0)
  simp [bandProj, Matrix.trace_fin_two]
  field_simp
  ring_nf
  simp only [Complex.I_sq]
  ring1

/-- The derivative of `bandProj` along `v`, entry by entry from the quotient rule. -/
theorem dirDeriv_bandProj (v k : ℝ × ℝ) (s w : ℂ)
    (hs : s = 1 + ((k.1 : ℂ) ^ 2 + (k.2 : ℂ) ^ 2)) (hw : w = 2 * (k.1 * v.1 + k.2 * v.2)) :
    dirDeriv v bandProj k =
      !![(0 * s - 1 * w) / s ^ 2,
         ((v.1 - Complex.I * v.2) * s - (k.1 - Complex.I * k.2) * w) / s ^ 2;
         ((v.1 + Complex.I * v.2) * s - (k.1 + Complex.I * k.2) * w) / s ^ 2,
         (w * s - ((k.1 : ℂ) ^ 2 + (k.2 : ℂ) ^ 2) * w) / s ^ 2] := by
  have lin : ∀ a b : ℝ, HasDerivAt (fun t : ℝ => ((a + t * b : ℝ) : ℂ)) (b : ℂ) 0 :=
    fun a b => ((((hasDerivAt_id' (0 : ℝ)).mul_const b).const_add a).congr_deriv
      (one_mul b)).ofReal_comp
  have hX := lin k.1 v.1
  have hY := lin k.2 v.2
  have hR : HasDerivAt (fun t : ℝ => ((k.1 + t * v.1 : ℝ) : ℂ) ^ 2
      + ((k.2 + t * v.2 : ℝ) : ℂ) ^ 2) w 0 :=
    ((hX.fun_pow 2).fun_add (hY.fun_pow 2)).congr_deriv (by rw [hw]; simp; ring)
  have hne : (1 + (((k.1 + 0 * v.1 : ℝ) : ℂ) ^ 2 + ((k.2 + 0 * v.2 : ℝ) : ℂ) ^ 2)) ≠ 0 := by
    exact_mod_cast (by positivity :
      (1 + ((k.1 + 0 * v.1) ^ 2 + (k.2 + 0 * v.2) ^ 2) : ℝ) ≠ 0)
  have key : ∀ (N : ℝ → ℂ) (N' : ℂ), HasDerivAt N N' 0 →
      deriv (fun t : ℝ => N t / (1 + (((k.1 + t * v.1 : ℝ) : ℂ) ^ 2
        + ((k.2 + t * v.2 : ℝ) : ℂ) ^ 2))) 0 = (N' * s - N 0 * w) / s ^ 2 := by
    intro N N' h
    rw [(h.fun_div (hR.const_add 1) hne).deriv, hs]
    simp only [zero_mul, add_zero]
  ext i j
  fin_cases i <;> fin_cases j
  · exact (key _ _ (hasDerivAt_const (0 : ℝ) (1 : ℂ))).trans (by simp)
  · exact (key _ _ (hX.fun_sub (hY.const_mul Complex.I))).trans (by simp)
  · exact (key _ _ (hX.fun_add (hY.const_mul Complex.I))).trans (by simp)
  · exact (key _ _ hR).trans (by simp)

/-- The curvature of `bandProj` is `2i / (1 + |k|²)²`. -/
theorem curvature_bandProj (k : ℝ × ℝ) :
    curvature bandProj k
      = 2 * Complex.I / (1 + ((k.1 : ℂ) ^ 2 + (k.2 : ℂ) ^ 2)) ^ 2 := by
  have h : (1 + ((k.1 : ℂ) ^ 2 + (k.2 : ℂ) ^ 2)) ≠ 0 := by
    exact_mod_cast (by positivity : (1 + (k.1 ^ 2 + k.2 ^ 2) : ℝ) ≠ 0)

  unfold curvature
  rw [dirDeriv_bandProj (1, 0) k _ _ rfl rfl, dirDeriv_bandProj (0, 1) k _ _ rfl rfl]
  simp [bandProj, Matrix.trace_fin_two]
  field_simp
  ring_nf

/-- The integral of `1 / (1 + |k|²)²` over the momentum plane is `π`. -/
theorem plane_integral :
    ∫ k : ℝ × ℝ, 1 / (1 + (k.1 ^ 2 + k.2 ^ 2)) ^ 2 = Real.pi := by
  have radial : ∫ r in Set.Ioi (0 : ℝ), r / (1 + r ^ 2) ^ 2 = 1 / 2 := by
    have hder : ∀ x ∈ Set.Ici (0 : ℝ),
        HasDerivAt (fun r : ℝ => (-1 / 2) / (1 + r ^ 2)) (x / (1 + x ^ 2) ^ 2) x := by
      intro x _
      have hp : HasDerivAt (fun r : ℝ => 1 + r ^ 2) (2 * x) x := by
        simpa using (hasDerivAt_pow 2 x).const_add 1
      exact ((hasDerivAt_const x (-1 / 2 : ℝ)).fun_div hp (by positivity)).congr_deriv
        (by ring)
    have hlim : Tendsto (fun r : ℝ => (-1 / 2) / (1 + r ^ 2)) atTop (𝓝 0) :=
      Tendsto.const_div_atTop
        (tendsto_atTop_add_const_left _ 1 (tendsto_pow_atTop two_ne_zero)) _
    rw [integral_Ioi_of_hasDerivAt_of_nonneg' hder
      (fun x hx => div_nonneg (le_of_lt hx) (by positivity)) hlim]
    norm_num
  -- polar coordinates split the integral into radius and angle
  rw [← integral_comp_polarCoord_symm]
  have e : ∀ p : ℝ × ℝ, p.1 • (1 / (1 + ((polarCoord.symm p).1 ^ 2
      + (polarCoord.symm p).2 ^ 2)) ^ 2) = p.1 / (1 + p.1 ^ 2) ^ 2 * (1 : ℝ) := by
    intro p
    have h : (p.1 * Real.cos p.2) ^ 2 + (p.1 * Real.sin p.2) ^ 2 = p.1 ^ 2 := by
      linear_combination p.1 ^ 2 * Real.sin_sq_add_cos_sq p.2
    simp only [polarCoord_symm_apply, h, smul_eq_mul]
    ring
  simp only [e]
  change ∫ p in Set.Ioi (0 : ℝ) ×ˢ Set.Ioo (-Real.pi) Real.pi,
    p.1 / (1 + p.1 ^ 2) ^ 2 * (1 : ℝ) = Real.pi
  rw [Measure.volume_eq_prod,
    setIntegral_prod_mul (fun r : ℝ => r / (1 + r ^ 2) ^ 2) (fun _ : ℝ => (1 : ℝ)), radial]
  have angle : ∫ _ in Set.Ioo (-Real.pi) Real.pi, (1 : ℝ) = 2 * Real.pi := by
    rw [← integral_Ioc_eq_integral_Ioo,
      ← intervalIntegral.integral_of_le (by linarith [Real.pi_pos]),
      intervalIntegral.integral_const, smul_eq_mul]
    ring
  rw [angle]
  ring

/-- The particle-hole symmetric family `bandProj` has Chern number one. -/
theorem chernNumber_bandProj : chernNumber bandProj = 1 := by
  have e : ∀ k : ℝ × ℝ, curvature bandProj k
      = 2 * Complex.I * ((1 / (1 + (k.1 ^ 2 + k.2 ^ 2)) ^ 2 : ℝ) : ℂ) := by
    intro k
    rw [curvature_bandProj]
    push_cast
    ring
  have hpi : (Real.pi : ℂ) ≠ 0 := by exact_mod_cast Real.pi_ne_zero
  unfold chernNumber
  simp only [e]
  rw [integral_const_mul, integral_complex_ofReal, plane_integral]
  have hne : 2 * (Real.pi : ℂ) * Complex.I ≠ 0 :=
    mul_ne_zero (mul_ne_zero two_ne_zero hpi) Complex.I_ne_zero
  rw [mul_right_comm 2 Complex.I (Real.pi : ℂ)]
  exact inv_mul_cancel₀ hne

end

end ParticleHoleCurvature
```

```lean
#print axioms ParticleHoleCurvature.curvature_even
-- 'ParticleHoleCurvature.curvature_even' depends on axioms: [propext, Classical.choice, Quot.sound]
#print axioms ParticleHoleCurvature.bandProj_far
-- 'ParticleHoleCurvature.bandProj_far' depends on axioms: [propext, Classical.choice, Quot.sound]
#print axioms ParticleHoleCurvature.chernNumber_bandProj
-- 'ParticleHoleCurvature.chernNumber_bandProj' depends on axioms: [propext, Classical.choice, Quot.sound]
```

## Scope of the theorems and how the proof runs

The main theorem, `curvature_even`, takes four hypotheses. `hC` says that C†C = 1, `hH` that every P(k) is Hermitian, `hd` that each matrix entry is differentiable on the real plane, and `hP` that the particle-hole relation holds at every k. Idempotency is not required. The finite type `n` labels the components of the Bogoliubov–de Gennes basis. The expression `(P k).map star` is the entrywise conjugate, whereas `ᴴ` is the adjoint.

`dirDeriv` with directions `(1, 0)` and `(0, 1)` gives ∂₁ and ∂₂. `curvature` is purely imaginary for Hermitian families, and `chernNumber` divides its plane integral by 2πi. A code with the opposite orientation or sign convention will report −1 for the example.

`dirDeriv_neg` proves the transformation of the derivatives. It rewrites −k + tv as −(k + (−t)v), so that `deriv_comp_neg` supplies the sign that cancels the one from the complement. `curvature_neg_eq_neg_star` inserts this into F: its local facts `hc` and `ht` remove C from products and traces, and cyclicity removes the bare commutator. `star_curvature` is the Hermiticity step, and `curvature_even` combines the two.

For the example, `bandProj_witness` establishes Hermiticity, idempotency, differentiability, unitarity of σx and the symmetry. `bandProj_far` gives the squared distance 2/s. The curvature is computed by entries instead of through v: `dirDeriv_bandProj` applies the quotient rule, and `curvature_bandProj` multiplies out the matrices. `plane_integral` changes to polar coordinates and uses the antiderivative −1/(2(1 + r²)), after which `chernNumber_bandProj` obtains exactly 1.

The evenness theorem applies to a lattice model whose P(k) is written as a periodic function on ℝ² and meets the hypotheses. The definition `chernNumber`, however, integrates over the whole plane, not over one Brillouin zone, and the file contains no theorem that it is an integer for general families. Differentiability at every k excludes gap closings at which P jumps. Interactions beyond mean field and the discretisation error of a numerical grid are not modelled.
